# Duplicate structures can make leave-one-out errors optimistic in least squares

Fit one constant to three structures with energies 1, 1 and 0 eV, the first two being copies of each other. Without one copy, the fit is the mean of 1 and 0, and it misses the removed energy by 1/2 eV. Without both copies, the fit is 0 and misses by 1 eV. The surviving copy had pulled the fit towards the energy it was meant to predict.

The problems below extend this to any finite number of descriptors, for unweighted, unregularised linear fits such as a basic cluster expansion. Duplicates must agree exactly in descriptors and energy.

Structures are indexed by `n` and descriptors by `p`. Row $x_i$ of the real matrix $X$ (`X i`) describes structure $i$, and $y_i$ is its energy. An intercept, if wanted, is a column of ones.

In Lean 4 with Mathlib:

```lean
import Mathlib

open Matrix

namespace DuplicateStructures

noncomputable section

variable {n p : Type*} [Fintype n] [DecidableEq n] [Fintype p] [DecidableEq p]
```

For a training set $T$, the normal matrix is $G_T=\sum_{i\in T}x_ix_i^T$.

```lean
/-- The normal matrix of the training set `T`: the sum of `x xᵀ` over its descriptor vectors. -/
def normalMatrix (X : Matrix n p ℝ) (T : Finset n) : Matrix p p ℝ :=
  Matrix.of fun a b => ∑ i ∈ T, X i a * X i b
```

The right-hand side of the normal equations is $q_T=\sum_{i\in T}y_ix_i$.

```lean
/-- The right-hand side of the normal equations: descriptor vectors weighted by energies. -/
def moment (X : Matrix n p ℝ) (y : n → ℝ) (T : Finset n) : p → ℝ :=
  ∑ i ∈ T, y i • X i
```

The fitted coefficients are $G_T^{-1}q_T$, meaningful when $G_T$ is invertible, which the theorems express as a nonzero determinant.

```lean
/-- The least-squares coefficients trained on `T`, for an invertible normal matrix of `T`. -/
def fit (X : Matrix n p ℝ) (y : n → ℝ) (T : Finset n) : p → ℝ :=
  (normalMatrix X T)⁻¹ *ᵥ moment X y T
```

The prediction error is energy minus prediction, whether or not $i$ is in $T$.

```lean
/-- The energy of structure `i` minus its prediction by the fit trained on `T`,
for an invertible normal matrix of `T`. -/
def predError (X : Matrix n p ℝ) (y : n → ℝ) (T : Finset n) (i : n) : ℝ :=
  y i - X i ⬝ᵥ fit X y T
```

The leverage $h=x_i^T(X^TX)^{-1}x_i$ always refers to the full data set.

```lean
/-- The leverage `xᵀ (XᵀX)⁻¹ x` of structure `i` in the full data set, for invertible `XᵀX`. -/
def leverage (X : Matrix n p ℝ) (i : n) : ℝ :=
  X i ⬝ᵥ ((Xᵀ * X)⁻¹ *ᵥ X i)
```

## (a) The normal matrix of all structures

Show that $G_T=X^TX$ when $T$ contains every structure.

Entry $(a,b)$ of both sides is $\sum_i X_{ia}X_{ib}$. The proof compares entries in the same way.

```lean
omit [DecidableEq n] [Fintype p] [DecidableEq p] in
/-- The normal matrix of the full data set is `XᵀX`. -/
theorem normalMatrix_univ (X : Matrix n p ℝ) :
    normalMatrix X Finset.univ = Xᵀ * X := by
  ext a b
  simp [normalMatrix, Matrix.mul_apply]
```

## (b) The normal matrix acting on coefficients

Show that $G_Tv=\sum_{i\in T}(x_i^Tv)\,x_i$.

Each term gives $(x_ix_i^T)v=(x_i^Tv)x_i$. In components this exchanges two finite sums, which is the step `Finset.sum_comm`.

```lean
omit [Fintype n] [DecidableEq n] [DecidableEq p] in
/-- The normal matrix acts on coefficients by predicting each energy and summing the
descriptor vectors with these predictions as weights. -/
theorem normalMatrix_mulVec (X : Matrix n p ℝ) (T : Finset n) (v : p → ℝ) :
    normalMatrix X T *ᵥ v = ∑ i ∈ T, (X i ⬝ᵥ v) • X i := by
  ext a
  simp only [normalMatrix, Matrix.mulVec, dotProduct, Matrix.of_apply, Finset.sum_apply,
    Pi.smul_apply, smul_eq_mul, Finset.sum_mul]
  rw [Finset.sum_comm]
  exact Finset.sum_congr rfl fun _ _ => Finset.sum_congr rfl fun _ _ => by ring
```

## (c) Predictions for a weighted sum

Show that $\left(\sum_{i\in T}c_ix_i\right)^Td=\sum_{i\in T}c_i\,(x_i^Td)$ for weights $c_i$ and a coefficient vector $d$.

This is linearity of the dot product, again proved by exchanging sums.

```lean
omit [Fintype n] [DecidableEq n] [DecidableEq p] in
/-- The prediction for a weighted sum of descriptor vectors is the weighted sum of predictions. -/
theorem sum_smul_dotProduct (X : Matrix n p ℝ) (T : Finset n) (c : n → ℝ) (d : p → ℝ) :
    (∑ i ∈ T, c i • X i) ⬝ᵥ d = ∑ i ∈ T, c i * (X i ⬝ᵥ d) := by
  simp only [dotProduct, Finset.sum_apply, Pi.smul_apply, smul_eq_mul, Finset.sum_mul,
    Finset.mul_sum]
  rw [Finset.sum_comm]
  exact Finset.sum_congr rfl fun _ _ => Finset.sum_congr rfl fun _ _ => by ring
```

## (d) The fit minimises the squared error

Let $G_T$ be invertible and $\beta=G_T^{-1}q_T$. Show that $\sum_{i\in T}(y_i-x_i^T\beta)^2\le\sum_{i\in T}(y_i-x_i^Tb)^2$ for every $b$.

Put $r_i=y_i-x_i^T\beta$ and $d=b-\beta$. The normal equations and (b) give $\sum_{i\in T} r_ix_i=0$, so by (c) $\sum_{i\in T} r_i(x_i^Td)=0$; this is `ho`. Hence
$$\sum_{i\in T}(r_i-x_i^Td)^2=\sum_{i\in T}r_i^2+\sum_{i\in T}(x_i^Td)^2\ge\sum_{i\in T}r_i^2.$$
In the code, `hs` drops the last square term by term before summing.

```lean
omit [Fintype n] [DecidableEq n] in
/-- If the normal matrix of `T` is invertible, the fit minimises the sum of squared energy
errors over `T`. -/
theorem fit_minimises (X : Matrix n p ℝ) (y : n → ℝ) (T : Finset n)
    (hT : (normalMatrix X T).det ≠ 0) (b : p → ℝ) :
    ∑ i ∈ T, (y i - X i ⬝ᵥ fit X y T) ^ 2 ≤ ∑ i ∈ T, (y i - X i ⬝ᵥ b) ^ 2 := by
  have hn : normalMatrix X T *ᵥ fit X y T = moment X y T := by
    rw [fit, Matrix.mulVec_mulVec, Matrix.mul_nonsing_inv _ hT.isUnit, Matrix.one_mulVec]
  obtain ⟨β, hβ⟩ : ∃ β, β = fit X y T := ⟨_, rfl⟩
  rw [← hβ] at hn ⊢
  -- the residuals are orthogonal to every change of the predictions
  have ho : ∑ i ∈ T, (X i ⬝ᵥ β) * (X i ⬝ᵥ (b - β)) = ∑ i ∈ T, y i * (X i ⬝ᵥ (b - β)) := by
    rw [← sum_smul_dotProduct X T (fun i => X i ⬝ᵥ β), ← sum_smul_dotProduct X T y,
      ← normalMatrix_mulVec, hn, moment]
  have hs : ∑ i ∈ T, ((y i - X i ⬝ᵥ β) ^ 2 + 2 * ((X i ⬝ᵥ β) * (X i ⬝ᵥ (b - β)))
      - 2 * (y i * (X i ⬝ᵥ (b - β)))) ≤ ∑ i ∈ T, (y i - X i ⬝ᵥ b) ^ 2 := by
    refine Finset.sum_le_sum fun i _ => ?_
    rw [dotProduct_sub]
    nlinarith [sq_nonneg (X i ⬝ᵥ b - X i ⬝ᵥ β)]
  rw [Finset.sum_sub_distrib, Finset.sum_add_distrib, ← Finset.mul_sum, ← Finset.mul_sum] at hs
  linarith
```

## (e) Leverage as a sum of squares

Let $X^TX$ be invertible and $u=(X^TX)^{-1}x_i$. Show that $h=\sum_j(x_j^Tu)^2$.

By (a) and (b), $x_i=X^TXu=\sum_j(x_j^Tu)x_j$, which is `hu`. Taking the dot product with $u$ and using (c) gives the result. In particular, $h\ge0$.

```lean
omit [DecidableEq n] in
/-- For invertible `XᵀX`, the leverage of `i` is the sum over all structures `j` of the squares of
`x_jᵀ (XᵀX)⁻¹ x_i`. -/
theorem leverage_eq_sum (X : Matrix n p ℝ) (hX : (Xᵀ * X).det ≠ 0) (i : n) :
    leverage X i = ∑ j, (X j ⬝ᵥ ((Xᵀ * X)⁻¹ *ᵥ X i)) ^ 2 := by
  have hu : ∑ j, (X j ⬝ᵥ ((Xᵀ * X)⁻¹ *ᵥ X i)) • X j = X i := by
    rw [← normalMatrix_mulVec X Finset.univ, normalMatrix_univ, Matrix.mulVec_mulVec,
      Matrix.mul_nonsing_inv _ hX.isUnit, Matrix.one_mulVec]
  calc leverage X i
      = (∑ j, (X j ⬝ᵥ ((Xᵀ * X)⁻¹ *ᵥ X i)) • X j) ⬝ᵥ ((Xᵀ * X)⁻¹ *ᵥ X i) :=
        (congrArg (fun w => w ⬝ᵥ ((Xᵀ * X)⁻¹ *ᵥ X i)) hu).symm
    _ = _ := (sum_smul_dotProduct X Finset.univ _ _).trans
        (Finset.sum_congr rfl fun _ _ => (sq _).symm)
```

## (f) Removing a group of copies

Let $S$ contain $m$ structures (`S.card`), all with descriptor vector $x_i$, and let $S^c$ be the remaining structures. Show that $G_{S^c}v+m(x_i^Tv)x_i=X^TXv$.

Split the sum in (b) over all structures into $S^c$ and $S$. The $m$ terms from $S$ are equal.

```lean
omit [DecidableEq p] in
/-- Removing a set `S` of structures that share the descriptor vector `x` of `i` lowers the
normal matrix by `x xᵀ` times the number of structures in `S`. -/
theorem removal_mulVec (X : Matrix n p ℝ) {S : Finset n} {i : n}
    (hx : ∀ j ∈ S, X j = X i) (v : p → ℝ) :
    normalMatrix X Sᶜ *ᵥ v + ((S.card : ℝ) * (X i ⬝ᵥ v)) • X i = (Xᵀ * X) *ᵥ v := by
  have hc : ∀ j ∈ S, (X j ⬝ᵥ v) • X j = (X i ⬝ᵥ v) • X i := fun j hj => by rw [hx j hj]
  have h1 : ∑ j ∈ S, (X j ⬝ᵥ v) • X j = ((S.card : ℝ) * (X i ⬝ᵥ v)) • X i := by
    rw [Finset.sum_congr rfl hc, Finset.sum_const, ← Nat.cast_smul_eq_nsmul ℝ, smul_smul]
  rw [← normalMatrix_univ, normalMatrix_mulVec, normalMatrix_mulVec, ← h1]
  exact Finset.sum_compl_add_sum S _
```

## (g) When the remaining data still determine the fit

With $X^TX$ invertible, show that $G_{S^c}$ is invertible exactly when $mh<1$.

Suppose $G_{S^c}$ is invertible. Keeping only the copies in (e) gives $mh^2\le h$, so $mh\le1$. If $mh=1$, then (f) with $v=u$ gives $G_{S^c}u=0$, although $x_i^Tu=h\ne0$ forces $u\neq0$. This is a contradiction.

Conversely, let $mh<1$ and suppose $G_{S^c}v=0$ with $v\ne0$. Then (f) gives $v=m(x_i^Tv)u$, which is `hv'`. The dot product with $x_i$ gives $(x_i^Tv)(1-mh)=0$, so $x_i^Tv=0$ and $v=0$, a contradiction.

Physically, $mh=1$ means that some combination of coefficients is determined only by the copies.

```lean
/-- Let `XᵀX` be invertible and let the `m` structures in `S` share the descriptors of `i`, which
has leverage `h`. The normal matrix without `S` is invertible exactly when `m h < 1`. -/
theorem removal_invertible_iff (X : Matrix n p ℝ) (hX : (Xᵀ * X).det ≠ 0) {S : Finset n} {i : n}
    (hx : ∀ j ∈ S, X j = X i) :
    (normalMatrix X Sᶜ).det ≠ 0 ↔ (S.card : ℝ) * leverage X i < 1 := by
  have hsum := leverage_eq_sum X hX i
  obtain ⟨u, hu⟩ : ∃ u, u = (Xᵀ * X)⁻¹ *ᵥ X i := ⟨_, rfl⟩
  have hlev : leverage X i = X i ⬝ᵥ u := by simp only [leverage, hu]
  have hGu : (Xᵀ * X) *ᵥ u = X i := by
    rw [hu, Matrix.mulVec_mulVec, Matrix.mul_nonsing_inv _ hX.isUnit, Matrix.one_mulVec]
  rw [← hu] at hsum
  constructor
  · intro hdet
    -- the copies alone contribute `m h ^ 2` to the leverage
    have hc : ∀ j ∈ S, (X j ⬝ᵥ u) ^ 2 = leverage X i ^ 2 := fun j hj => by rw [hx j hj, hlev]
    have h1 : (S.card : ℝ) * leverage X i ^ 2 ≤ leverage X i := by
      calc (S.card : ℝ) * leverage X i ^ 2 = ∑ j ∈ S, (X j ⬝ᵥ u) ^ 2 := by
            rw [Finset.sum_congr rfl hc, Finset.sum_const, nsmul_eq_mul]
        _ ≤ ∑ j, (X j ⬝ᵥ u) ^ 2 :=
            Finset.sum_le_sum_of_subset_of_nonneg (Finset.subset_univ S)
              (fun _ _ _ => sq_nonneg _)
        _ = leverage X i := hsum.symm
    have h0 : 0 ≤ leverage X i := by
      rw [hsum]
      exact Finset.sum_nonneg fun _ _ => sq_nonneg _
    refine lt_of_le_of_ne ?_ ?_
    · by_contra hcon
      have hgt := lt_of_not_ge hcon
      rcases h0.eq_or_lt with h | h
      · rw [← h] at hgt
        norm_num at hgt
      · nlinarith [mul_pos h (sub_pos.mpr hgt)]
    · -- at `m h = 1` the vector `u` is annihilated
      intro he
      refine hdet (Matrix.exists_mulVec_eq_zero_iff.mp ⟨u, ?_, ?_⟩)
      · intro h
        rw [hlev, h, dotProduct_zero, mul_zero] at he
        exact zero_ne_one he
      · have r := removal_mulVec X hx u
        rw [hGu, ← hlev, he, one_smul] at r
        exact add_right_cancel (b := X i) (by rw [r, zero_add])
  · intro hlt hdet
    obtain ⟨v, hv, hv0⟩ := Matrix.exists_mulVec_eq_zero_iff.mpr hdet
    have r := removal_mulVec X hx v
    rw [hv0, zero_add] at r
    have hv' : v = ((S.card : ℝ) * (X i ⬝ᵥ v)) • u := by
      have h := congrArg (fun w => (Xᵀ * X)⁻¹ *ᵥ w) r
      simp only [Matrix.mulVec_smul] at h
      rw [Matrix.mulVec_mulVec, Matrix.nonsing_inv_mul _ hX.isUnit, Matrix.one_mulVec, ← hu] at h
      exact h.symm
    have hs : X i ⬝ᵥ v = (S.card : ℝ) * (X i ⬝ᵥ v) * leverage X i := by
      have h := congrArg (fun w => X i ⬝ᵥ w) hv'
      simpa only [dotProduct_smul, smul_eq_mul, ← hlev] using h
    have hz : (X i ⬝ᵥ v) * (1 - (S.card : ℝ) * leverage X i) = 0 := by
      linear_combination hs
    rcases mul_eq_zero.mp hz with h | h
    · rw [h, mul_zero, zero_smul] at hv'
      exact hv hv'
    · linarith
```

## (h) The error with the group removed

Let the structures in $S$ also share the energy $y_i$, with $X^TX$ invertible and $mh<1$. Write $r$ for the residual of $i$ in the full fit and $e_S$ for its error after removing $S$. Show that $e_S=r/(1-mh)$.

Let $\beta$ be the full fit, $q$ its right-hand side, and $\gamma$ the fit on $S^c$, which exists by (g). Since $G_{S^c}\gamma=q-m y_ix_i$, (f) gives
$$X^TX\gamma=q-m(y_i-x_i^T\gamma)x_i=q-m e_Sx_i.$$
This is `hG`. Applying $(X^TX)^{-1}$ and then taking the dot product with $x_i$ gives $x_i^T\gamma=x_i^T\beta-mhe_S$. Therefore $e_S=r+mhe_S$, which rearranges to the result.

```lean
/-- Let `XᵀX` be invertible and let the `m` structures in `S` share the descriptors and energy of
`i`, which has leverage `h`, with `m h < 1`. Without `S`, the error at `i` is its residual in the
full fit over `1 - m h`. -/
theorem group_error (X : Matrix n p ℝ) (y : n → ℝ) (hX : (Xᵀ * X).det ≠ 0) {S : Finset n} {i : n}
    (hx : ∀ j ∈ S, X j = X i) (hy : ∀ j ∈ S, y j = y i)
    (hlt : (S.card : ℝ) * leverage X i < 1) :
    predError X y Sᶜ i = predError X y Finset.univ i / (1 - (S.card : ℝ) * leverage X i) := by
  have hdet := (removal_invertible_iff X hX hx).mpr hlt
  have hn : normalMatrix X Sᶜ *ᵥ fit X y Sᶜ = moment X y Sᶜ := by
    rw [fit, Matrix.mulVec_mulVec, Matrix.mul_nonsing_inv _ hdet.isUnit, Matrix.one_mulVec]
  have hc : ∀ j ∈ S, y j • X j = y i • X i := fun j hj => by rw [hx j hj, hy j hj]
  have hm : moment X y Sᶜ + ((S.card : ℝ) * y i) • X i = moment X y Finset.univ := by
    have h1 : ∑ j ∈ S, y j • X j = ((S.card : ℝ) * y i) • X i := by
      rw [Finset.sum_congr rfl hc, Finset.sum_const, ← Nat.cast_smul_eq_nsmul ℝ, smul_smul]
    rw [← h1]
    exact Finset.sum_compl_add_sum S _
  have hβ : fit X y Finset.univ = (Xᵀ * X)⁻¹ *ᵥ moment X y Finset.univ := by
    rw [fit, normalMatrix_univ]
  unfold predError
  obtain ⟨γ, hγ⟩ : ∃ γ, γ = fit X y Sᶜ := ⟨_, rfl⟩
  rw [← hγ] at hn ⊢
  -- the reduced fit solves the full normal equations up to a multiple of `x`
  have hG : (Xᵀ * X) *ᵥ γ
      = moment X y Finset.univ - ((S.card : ℝ) * (y i - X i ⬝ᵥ γ)) • X i := by
    rw [← removal_mulVec X hx γ, hn, ← hm]
    module
  have h := congrArg (fun w => X i ⬝ᵥ ((Xᵀ * X)⁻¹ *ᵥ w)) hG
  simp only [Matrix.mulVec_sub, Matrix.mulVec_smul, dotProduct_sub, dotProduct_smul,
    smul_eq_mul] at h
  rw [Matrix.mulVec_mulVec, Matrix.nonsing_inv_mul _ hX.isUnit, Matrix.one_mulVec, ← hβ] at h
  change _ = _ - _ * leverage X i at h
  rw [eq_div_iff (sub_pos.mpr hlt).ne']
  linear_combination -h
```

## (i) Group removal against single removal

Now let $i$ itself belong to $S$, and let $e_1$ be its error when it alone is removed. Under the conditions of (h), show that
$$e_S=\frac{1-h}{1-mh}\,e_1.$$

Since $m\ge1$ and $h\ge0$, we have $h\le mh<1$. Thus (h) also applies to the group $\{i\}$ and gives $e_1=r/(1-h)$; this is `hone`. Substituting $r=(1-h)e_1$ into (h) gives the ratio.

```lean
/-- Let `XᵀX` be invertible and let `S` hold `m` copies of structure `i`, itself included, with
equal energies, leverage `h` and `m h < 1`. At `i`, removing `S` gives `(1 - h) / (1 - m h)` times
the prediction error from removing `i` alone. -/
theorem duplicate_error_ratio (X : Matrix n p ℝ) (y : n → ℝ) (hX : (Xᵀ * X).det ≠ 0)
    {S : Finset n} {i : n} (hi : i ∈ S) (hx : ∀ j ∈ S, X j = X i) (hy : ∀ j ∈ S, y j = y i)
    (hlt : (S.card : ℝ) * leverage X i < 1) :
    predError X y Sᶜ i
      = (1 - leverage X i) / (1 - (S.card : ℝ) * leverage X i) * predError X y {i}ᶜ i := by
  have h0 : 0 ≤ leverage X i := by
    rw [leverage_eq_sum X hX i]
    exact Finset.sum_nonneg fun _ _ => sq_nonneg _
  have hcard : (1 : ℝ) ≤ S.card := by exact_mod_cast Finset.card_pos.mpr ⟨i, hi⟩
  have h1 : leverage X i < 1 := by nlinarith
  -- a single structure is a group with one member
  have hone := group_error X y hX (S := {i}) (i := i)
    (fun j hj => by rw [Finset.mem_singleton.mp hj])
    (fun j hj => by rw [Finset.mem_singleton.mp hj])
    (by rw [Finset.card_singleton, Nat.cast_one, one_mul]; exact h1)
  rw [Finset.card_singleton, Nat.cast_one, one_mul] at hone
  rw [group_error X y hX hx hy hlt, hone, div_mul_div_comm,
    mul_comm (1 - (S.card : ℝ) * leverage X i) (1 - leverage X i),
    mul_div_mul_left _ _ (sub_pos.mpr h1).ne']
```

In a cluster expansion, enumerating supercells can produce one crystal in several cells, with identical correlation vectors and, up to numerical error, identical energies per atom. Suppose three such rows have exactly equal energies per atom, and each has $h=0.2$ and a full-fit residual of 4 meV per atom. The leave-one-out error is $4/0.8=5$ meV per atom; with all three removed it is $4/0.4=10$ meV per atom. Both follow from the single full fit.

## (j) The direction of the bias

Keep the conditions of (i), and let $m\ge2$, $x_i\ne0$ and $e_1\ne0$. Show that $|e_1|<|e_S|$.

If $h=0$, every square in (e) vanishes, so $x_i=\sum_j(x_j^Tu)x_j=0$, a contradiction. Hence $h>0$ (`hpos`) and $0<1-mh<1-h$. The factor in (i) exceeds one (`hr`), and multiplying it by $|e_1|>0$ gives the strict inequality. The comparison concerns the error at $i$, not a cross-validation score averaged over different structures.

```lean
/-- Let `XᵀX` be invertible and let `S` hold `m` copies of structure `i`, itself included, with
equal energies, leverage `h` and `m h < 1`. If `m ≥ 2`, then for a nonzero descriptor vector and a
nonzero leave-one-out error, the leave-one-out error is strictly smaller in magnitude than the error
with all of `S` removed. -/
theorem leave_one_out_optimistic (X : Matrix n p ℝ) (y : n → ℝ) (hX : (Xᵀ * X).det ≠ 0)
    {S : Finset n} {i : n} (hi : i ∈ S) (hx : ∀ j ∈ S, X j = X i) (hy : ∀ j ∈ S, y j = y i)
    (hlt : (S.card : ℝ) * leverage X i < 1) (hm : 2 ≤ S.card) (hxi : X i ≠ 0)
    (he : predError X y {i}ᶜ i ≠ 0) :
    |predError X y {i}ᶜ i| < |predError X y Sᶜ i| := by
  have hsum := leverage_eq_sum X hX i
  -- a nonzero descriptor vector has positive leverage
  have hpos : 0 < leverage X i := by
    refine lt_of_le_of_ne (hsum ▸ Finset.sum_nonneg fun _ _ => sq_nonneg _) fun h => hxi ?_
    rw [← h] at hsum
    have hz := (Finset.sum_eq_zero_iff_of_nonneg fun _ _ => sq_nonneg _).mp hsum.symm
    have hu : (Xᵀ * X) *ᵥ ((Xᵀ * X)⁻¹ *ᵥ X i) = X i := by
      rw [Matrix.mulVec_mulVec, Matrix.mul_nonsing_inv _ hX.isUnit, Matrix.one_mulVec]
    rw [← hu, ← normalMatrix_univ, normalMatrix_mulVec, normalMatrix_univ]
    refine Finset.sum_eq_zero fun j hj => ?_
    rw [pow_eq_zero_iff two_ne_zero |>.mp (hz j hj), zero_smul]
  have hm' : (2 : ℝ) ≤ S.card := by exact_mod_cast hm
  have hr : 1 < (1 - leverage X i) / (1 - (S.card : ℝ) * leverage X i) := by
    rw [lt_div_iff₀ (sub_pos.mpr hlt)]
    nlinarith
  rw [duplicate_error_ratio X y hX hi hx hy hlt, abs_mul, abs_of_pos (zero_lt_one.trans hr)]
  exact lt_mul_of_one_lt_left (abs_pos.mpr he) hr

end

end DuplicateStructures
```

```lean
#print axioms DuplicateStructures.fit_minimises
#print axioms DuplicateStructures.leave_one_out_optimistic
```

```
'DuplicateStructures.fit_minimises' depends on axioms: [propext, Classical.choice, Quot.sound]
'DuplicateStructures.leave_one_out_optimistic' depends on axioms: [propext, Classical.choice, Quot.sound]
```
